# A closed diagram with m equivalent lines, divided by m, has its self-energy as derivative

A closed skeleton diagram is represented here by a continuous multilinear form F with one slot per propagator line. Interaction vertices, signs, prefactors and internal integrations are all part of F and stay fixed; only the propagator G varies. The sign and prefactor are those of the self-energy diagram, so F does not yet contain the factor 1/m. G belongs to a normed space over the real or complex numbers.

Let F have m ≥ 1 lines. Opening line i gives the self-energy as a linear functional of a variation d:

S_i(G)[d] = F(G,…,d,…,G), with d on line i.

Define Φ(G) = F(G,…,G)/m. Suppose that the lines are equivalent: for any two of them, some relabelling of lines takes one to the other and leaves F unchanged. Then S_i is the same functional S for every i, and

DΦ(G)[d] = S(G)[d],

Φ(G) = S(G)[G]/m.

## Weighting self-energies order by order

In a self-consistent Green's function calculation with a finite skeleton expansion and equivalent lines at each order, this identity turns computed self-energies into a value of Φ. For a two-body interaction, let term n, counted from n = 0, be of order n+1 in the interaction, so that it has 2(n+1) lines. A program can keep the contributions Σ⁽ⁿ⁾ separate, contract each with G, and accumulate

Φ = ∑ₙ Tr(Σ⁽ⁿ⁾G) / (2(n+1)).

The first-order term gets weight 1/2 and the second-order term 1/4. A single factor 1/2 on the total self-energy in general gives a different quantity once second order is included.

For matrices, S(G)[d] = Tr(Σd) means Σ_qp = ∂Φ/∂G_pq, with the indices transposed. An implementation can be tested by comparing [Φ(G+εd) − Φ(G−εd)]/(2ε) with Tr(Σd) for a small real ε and a random d.

## Expanding, relabelling and closing the diagram

By multilinearity,

F(G+d,…,G+d) = F(G,…,G) + ∑ᵢ S_i(G)[d] + R(d).

Every term of R(d) contains d at least twice. Continuity bounds |F(v)| by a constant times the product of the norms of its arguments, so R(d) = O(‖d‖²); for m = 1 it is zero. Hence, for any F,

DΦ(G)[d] = (1/m) ∑ᵢ S_i(G)[d].

Now take lines i and j and a permutation σ with σ(i) = j and F(v∘σ) = F(v) for all v. Let v carry d on line j and G elsewhere. Then v∘σ carries d exactly where σ(k) = j, which is at k = i. Therefore

S_i(G)[d] = F(v∘σ) = F(v) = S_j(G)[d].

The average has m equal terms, so it is S(G)[d]. Setting d = G gives S(G)[G] = F(G,…,G) = mΦ(G), which is the second identity.

The functional is also unique once its value at G = 0 is fixed. If Ψ(0) = 0 and DΨ = S everywhere, then Ψ − Φ has zero derivative and is constant. Since Φ(0) = 0, the constant is zero.

A ring of n+1 operators, tr(G₀G₁⋯Gₙ), satisfies the symmetry condition: cyclicity of the trace moves every line one place along, and repeated moves take any line to any other. It gives

Φ(G) = tr(Gⁿ⁺¹)/(n+1),

S(G)[d] = tr(dGⁿ).

Without equivalent lines the identity can fail. For F(a,b) = a₁b₂ on ℝ², Φ(G) = G₁G₂/2. At G = (1,1), in direction (1,0), the derivative is 1/2, while opening the first line gives 1.

## The Lean file

```lean
import Mathlib

open Function

namespace LuttingerWard

noncomputable section

variable {𝕜 E ι : Type*} [RCLike 𝕜] [NormedAddCommGroup E] [NormedSpace 𝕜 E] [DecidableEq ι]

/-- The permutations of the propagator lines that leave the diagram `F` unchanged act
transitively on the lines. -/
def LinesEquivalent (F : ContinuousMultilinearMap 𝕜 (fun _ : ι => E) 𝕜) : Prop :=
  ∀ i j : ι, ∃ σ : Equiv.Perm ι, σ i = j ∧ ∀ v : ι → E, F (v ∘ σ) = F v

/-- The self-energy obtained by opening line `i`: the linear functional that puts `d` on
line `i` and the propagator `G` on all other lines. -/
def selfEnergy (F : ContinuousMultilinearMap 𝕜 (fun _ : ι => E) 𝕜) (i : ι) (G : E) :
    E →L[𝕜] 𝕜 :=
  F.toContinuousLinearMap (fun _ => G) i

/-- Equivalent lines give the same self-energy when opened. -/
theorem selfEnergy_eq {F : ContinuousMultilinearMap 𝕜 (fun _ : ι => E) 𝕜}
    (h : LinesEquivalent F) (i j : ι) (G : E) : selfEnergy F i G = selfEnergy F j G := by
  obtain ⟨σ, rfl, hF⟩ := h i j
  ext d
  -- relabelling the lines moves the opened line from `σ i` to `i`
  have e : update (fun _ : ι => G) (σ i) d ∘ σ = update (fun _ : ι => G) i d := by
    funext k
    by_cases hk : k = i
    · subst hk
      simp
    · simp [hk]
  change F (update (fun _ : ι => G) i d) = F (update (fun _ : ι => G) (σ i) d)
  rw [← e, hF]

variable [Fintype ι]

/-- The functional `Φ` of a diagram with at least one line: the diagram with `G` on every line,
divided by the number of lines. -/
def phi (F : ContinuousMultilinearMap 𝕜 (fun _ : ι => E) 𝕜) (G : E) : 𝕜 :=
  F (fun _ => G) / (Fintype.card ι : 𝕜)

/-- For any diagram, the derivative of the functional is the average of the self-energies
over all lines. -/
theorem hasFDerivAt_phi_average (F : ContinuousMultilinearMap 𝕜 (fun _ : ι => E) 𝕜) (G : E) :
    HasFDerivAt (phi F) ((Fintype.card ι : 𝕜)⁻¹ • ∑ i, selfEnergy F i G) G := by
  let D : E →L[𝕜] (ι → E) := ContinuousLinearMap.pi fun _ => ContinuousLinearMap.id 𝕜 E
  have h0 : HasFDerivAt F (F.linearDeriv (fun _ => G)) (D G) := F.hasFDerivAt _
  -- chain rule along the diagonal, where all lines carry the same propagator
  have h1 : HasFDerivAt (fun G : E => F (fun _ => G))
      ((F.linearDeriv (fun _ => G)).comp D) G := h0.comp G D.hasFDerivAt
  have e : (F.linearDeriv (fun _ => G)).comp D = ∑ i, selfEnergy F i G := by
    ext d
    simp only [ContinuousLinearMap.comp_apply, ContinuousMultilinearMap.linearDeriv_apply,
      sum_apply]
    rfl
  rw [e] at h1
  have ephi : phi F = fun G : E => (Fintype.card ι : 𝕜)⁻¹ * F (fun _ => G) := by
    funext G
    simp only [phi, div_eq_inv_mul]
  rw [ephi]
  exact h1.const_mul _

/-- The functional is the self-energy closed with `G`, divided by the number of lines. -/
theorem phi_eq (F : ContinuousMultilinearMap 𝕜 (fun _ : ι => E) 𝕜) (i : ι) (G : E) :
    phi F G = selfEnergy F i G G / (Fintype.card ι : 𝕜) := by
  have e : update (fun _ : ι => G) i G = fun _ => G := update_eq_self i (fun _ : ι => G)
  change _ = F (update (fun _ : ι => G) i G) / _
  rw [e, phi]

/-- For a diagram with equivalent lines, the derivative of the functional `phi F` is the
self-energy, and the functional is the closed self-energy over the number of lines. -/
theorem luttinger_ward {F : ContinuousMultilinearMap 𝕜 (fun _ : ι => E) 𝕜}
    (h : LinesEquivalent F) (i : ι) (G : E) :
    HasFDerivAt (phi F) (selfEnergy F i G) G ∧
      phi F G = selfEnergy F i G G / (Fintype.card ι : 𝕜) := by
  refine ⟨?_, phi_eq F i G⟩
  have : Nonempty ι := ⟨i⟩
  have hc : (Fintype.card ι : 𝕜) ≠ 0 := Nat.cast_ne_zero.mpr Fintype.card_ne_zero
  -- the average over lines has equal terms
  have e : (Fintype.card ι : 𝕜)⁻¹ • ∑ j, selfEnergy F j G = selfEnergy F i G := by
    rw [Finset.sum_congr rfl (fun j _ => selfEnergy_eq h j i G), Finset.sum_const,
      Finset.card_univ, ← Nat.cast_smul_eq_nsmul 𝕜, smul_smul, inv_mul_cancel₀ hc, one_smul]
  have hm := hasFDerivAt_phi_average F G
  rwa [e] at hm

/-- For a diagram with equivalent lines, a functional that vanishes at zero propagator and whose
derivative is everywhere the self-energy of the diagram equals `phi F`. -/
theorem phi_unique {F : ContinuousMultilinearMap 𝕜 (fun _ : ι => E) 𝕜}
    (h : LinesEquivalent F) (i : ι) (Ψ : E → 𝕜) (h0 : Ψ 0 = 0)
    (hΨ : ∀ G, HasFDerivAt Ψ (selfEnergy F i G) G) : Ψ = phi F := by
  have hd : ∀ G, HasFDerivAt (fun G => Ψ G - phi F G) (0 : E →L[𝕜] 𝕜) G := by
    intro G
    have hs := (hΨ G).fun_sub (luttinger_ward h i G).1
    rwa [sub_self] at hs
  have hz : phi F 0 = 0 := by
    rw [phi, F.map_coord_zero i rfl, zero_div]
  funext G
  -- the difference has zero derivative, so it keeps its value at `0`
  have hG := is_const_of_fderiv_eq_zero (𝕜 := 𝕜) (fun G => (hd G).differentiableAt)
    (fun G => (hd G).fderiv) G 0
  simp only [h0, hz, sub_zero] at hG
  exact sub_eq_zero.mp hG

/-- In a finite skeleton sum whose term `n` has `2(n+1)` equivalent lines, closing each
self-energy with weight `1/(2(n+1))` gives a functional whose derivative is the total
self-energy. -/
theorem skeleton_sum (s : Finset ℕ)
    (F : ∀ n : ℕ, ContinuousMultilinearMap 𝕜 (fun _ : Fin (2 * (n + 1)) => E) 𝕜)
    (h : ∀ n ∈ s, LinesEquivalent (F n)) (l : ∀ n : ℕ, Fin (2 * (n + 1))) (G : E) :
    HasFDerivAt (fun G => ∑ n ∈ s, selfEnergy (F n) (l n) G G / (2 * ((n : 𝕜) + 1)))
      (∑ n ∈ s, selfEnergy (F n) (l n) G) G := by
  apply HasFDerivAt.fun_sum
  intro n hn
  have e : phi (F n) = fun G => selfEnergy (F n) (l n) G G / (2 * ((n : 𝕜) + 1)) := by
    funext G
    simp only [phi_eq (F n) (l n), Fintype.card_fin, Nat.cast_mul, Nat.cast_ofNat,
      Nat.cast_add, Nat.cast_one]
  rw [← e]
  exact (luttinger_ward (h n hn) (l n) G).1

section Ring

variable (𝕜) (V : Type*) [NormedAddCommGroup V] [NormedSpace 𝕜 V] [FiniteDimensional 𝕜 V]

/-- The trace of operators on a finite-dimensional one-particle space. -/
def opTrace : (V →L[𝕜] V) →L[𝕜] 𝕜 :=
  LinearMap.toContinuousLinearMap ((LinearMap.trace 𝕜 V).comp (ContinuousLinearMap.coeLM 𝕜))

/-- The ring diagram with `n + 1` lines: the trace of the product of its propagators. -/
def ringDiagram (n : ℕ) : ContinuousMultilinearMap 𝕜 (fun _ : Fin (n + 1) => V →L[𝕜] V) 𝕜 :=
  (opTrace 𝕜 V).compContinuousMultilinearMap
    (ContinuousMultilinearMap.mkPiAlgebraFin 𝕜 (n + 1) (V →L[𝕜] V))

/-- Moving every propagator of the ring one place along leaves the diagram unchanged. -/
theorem ringDiagram_rotate (n : ℕ) (v : Fin (n + 1) → (V →L[𝕜] V)) :
    ringDiagram 𝕜 V n (fun i => v (i + 1)) = ringDiagram 𝕜 V n v := by
  have hc : ∀ a b : V →L[𝕜] V, opTrace 𝕜 V (a * b) = opTrace 𝕜 V (b * a) := fun a b =>
    LinearMap.trace_mul_comm 𝕜 (a : V →ₗ[𝕜] V) (b : V →ₗ[𝕜] V)
  change opTrace 𝕜 V (List.ofFn fun i => v (i + 1)).prod = opTrace 𝕜 V (List.ofFn v).prod
  rw [List.ofFn_succ', List.concat_eq_append, List.prod_append, List.prod_singleton, hc,
    List.ofFn_succ (f := v), List.prod_cons]
  simp only [Fin.coeSucc_eq_succ, Fin.last_add_one]

/-- The ring diagram has equivalent lines; its functional is `tr(G^(n+1))/(n+1)` and its
self-energy is `d ↦ tr(d G^n)`. -/
theorem ringDiagram_witness (n : ℕ) :
    LinesEquivalent (ringDiagram 𝕜 V n) ∧
      ∀ G d : V →L[𝕜] V,
        phi (ringDiagram 𝕜 V n) G = opTrace 𝕜 V (G ^ (n + 1)) / ((n : 𝕜) + 1) ∧
        selfEnergy (ringDiagram 𝕜 V n) 0 G d = opTrace 𝕜 V (d * G ^ n) := by
  have rot : ∀ (k : Fin (n + 1)) (v : Fin (n + 1) → (V →L[𝕜] V)),
      ringDiagram 𝕜 V n (fun i => v (i + k)) = ringDiagram 𝕜 V n v := by
    intro k
    induction k using Fin.induction with
    | zero => intro v; simp only [add_zero]
    | succ k ih =>
      intro v
      rw [← Fin.coeSucc_eq_succ]
      calc ringDiagram 𝕜 V n (fun i => v (i + (k.castSucc + 1)))
          = ringDiagram 𝕜 V n (fun i => v (i + 1 + k.castSucc)) := by
            congr 1
            funext i
            rw [add_assoc, add_comm 1 k.castSucc]
        _ = ringDiagram 𝕜 V n (fun i => v (i + k.castSucc)) :=
            ringDiagram_rotate 𝕜 V n (fun i => v (i + k.castSucc))
        _ = ringDiagram 𝕜 V n v := ih v
  refine ⟨fun i j => ⟨Equiv.addRight (j - i), ?_, fun v => rot (j - i) v⟩, fun G d => ⟨?_, ?_⟩⟩
  · simp
  · change opTrace 𝕜 V (List.ofFn fun _ : Fin (n + 1) => G).prod / _ = _
    rw [List.ofFn_const, List.prod_replicate, Fintype.card_fin, Nat.cast_add, Nat.cast_one]
  · change opTrace 𝕜 V (List.ofFn (update (fun _ : Fin (n + 1) => G) 0 d)).prod = _
    rw [List.ofFn_succ, List.prod_cons]
    simp [Fin.succ_ne_zero, List.ofFn_const, List.prod_replicate]

end Ring

/-- The two-line form that multiplies the first component on line `0` by the second
component on line `1`. -/
def mixedForm : ContinuousMultilinearMap ℝ (fun _ : Fin 2 => ℝ × ℝ) ℝ :=
  (ContinuousMultilinearMap.mkPiAlgebra ℝ (Fin 2) ℝ).compContinuousLinearMap
    (fun i => if i = 0 then ContinuousLinearMap.fst ℝ ℝ ℝ else ContinuousLinearMap.snd ℝ ℝ ℝ)

/-- For `mixedForm` at `G = (1, 1)`, the self-energy from opening line `0` is not the
derivative of the functional. -/
theorem mixedForm_not_hasFDerivAt :
    ¬ HasFDerivAt (phi mixedForm) (selfEnergy mixedForm 0 (1, 1)) (1, 1) := by
  intro h
  have hv : ∀ v : Fin 2 → ℝ × ℝ, mixedForm v = (v 0).1 * (v 1).2 := by
    intro v
    simp [mixedForm, Fin.prod_univ_two]
  have hs : ∀ (i : Fin 2) (G d : ℝ × ℝ),
      selfEnergy mixedForm i G d = mixedForm (update (fun _ => G) i d) := fun _ _ _ => rfl
  -- compare both derivatives in the direction `(1, 0)`: `1` against `1/2`
  have e := DFunLike.congr_fun (h.unique (hasFDerivAt_phi_average mixedForm (1, 1)))
    ((1, 0) : ℝ × ℝ)
  norm_num [hs, hv, Fin.sum_univ_two] at e

end

end LuttingerWard
```

```lean
#print axioms LuttingerWard.selfEnergy_eq
-- 'LuttingerWard.selfEnergy_eq' depends on axioms: [propext, Classical.choice, Quot.sound]
#print axioms LuttingerWard.phi_unique
-- 'LuttingerWard.phi_unique' depends on axioms: [propext, Classical.choice, Quot.sound]
#print axioms LuttingerWard.skeleton_sum
-- 'LuttingerWard.skeleton_sum' depends on axioms: [propext, Classical.choice, Quot.sound]
#print axioms LuttingerWard.mixedForm_not_hasFDerivAt
-- 'LuttingerWard.mixedForm_not_hasFDerivAt' depends on axioms: [propext, Classical.choice, Quot.sound]
```

## How the Lean statements match the diagrams

The type `ι` labels the lines, `E` contains the propagators, and `𝕜` is ℝ or ℂ. `LinesEquivalent F` is the relabelling condition, `selfEnergy F i G` is S_i(G), and `phi F G` is Φ(G). In `selfEnergy F i G G`, the last argument closes the opened line.

The main theorem, `luttinger_ward`, takes equivalent lines, a line `i` and a propagator `G`. It states that `phi F` has Fréchet derivative `selfEnergy F i G` at `G`, and that its value is the closed self-energy divided by the number of lines. Having a line `i` ensures m ≥ 1.

Its proof follows the derivation:

- `hasFDerivAt_phi_average` applies the chain rule to the diagonal map `D`, which puts the same propagator on every line. This gives the linear term of the expansion.
- `selfEnergy_eq` performs the relabelling; its equation `e` tracks where `d` moves.
- `phi_eq` closes the opened line with `G`.
- `luttinger_ward` replaces the average by one of its equal terms.

`phi_unique` uses the zero-derivative argument, and `skeleton_sum` differentiates a finite sum term by term with the weights 1/(2(n+1)). For the ring, `ringDiagram_rotate` proves the one-place shift and `ringDiagram_witness` reaches every shift by induction. `mixedForm_not_hasFDerivAt` compares the two derivatives of the counterexample in direction (1,0).

## Finite sums, fixed interactions and assumed symmetry

The derivative identity is exact for each F that meets the hypotheses, and `E` may be infinite-dimensional. The ring example uses a finite-dimensional one-particle space and has no interaction vertices. It is therefore not the ring diagram of the random-phase approximation, whose bubbles are joined by interaction lines.

Line equivalence is an assumption about F, to be checked for each diagram or sum of diagrams entered as F. It is sufficient, though not necessary, for every line to give the same self-energy when opened. If it fails, `hasFDerivAt_phi_average` still applies, and the derivative is the average over all openings.

Continuity of F is assumed too; for a real diagram it includes control of the frequency and momentum integrals. The theorems treat finite skeleton sums, leaving open the convergence of the full Luttinger-Ward series, its place in the grand potential, and the Dyson equation that determines G.
